# The next occupation bit string with the same number of electrons

**Q:** My configuration-interaction program, with a finite orbital basis, lists its determinants by stepping from one occupation bit string to the next with the same electron number. You have a theorem about integers. Where are the determinants?

**A:** Number the spin orbitals from 0 and let bit $i$ of a natural number be the occupation of orbital $i$. "Lowest" means lowest index, not lowest energy. That each determinant corresponds to exactly one such string, up to sign, is the step from physics to integers that you supply; the theorem starts after it.

```lean
import Mathlib

namespace DeterminantEnumeration
```

The electron number $N(n)$ is the count of ones among the binary digits of $n$.

```lean
/-- The electron number of an occupation bit string: the number of ones among the binary
digits of `n`, where bit `i` is the occupation of spin orbital `i`. -/
def electrons (n : ℕ) : ℕ := (Nat.digits 2 n).count 1
```

**Q:** And the strings you step between?

**A:** From the bottom, the current string has $a$ empty orbitals, $b$ filled ones, an empty one, then any pattern $h$ (an integer here, not Planck's constant):
$$x = 2^{a+b+1}h + 2^a(2^b-1).$$

```lean
/-- The string with, from the lowest orbital upwards, `a` empty orbitals, `b` filled ones,
one empty orbital, and then the occupation pattern `h`. -/
def blockString (a b h : ℕ) : ℕ := 2 ^ (a + b + 1) * h + 2 ^ a * (2 ^ b - 1)
```

For $b\ge 1$, the proposed successor moves the block's top electron up by one and drops the other $b-1$ to the bottom:
$$x' = 2^{a+b+1}h + 2^{a+b} + 2^{b-1}-1.$$
For example, $0110$ goes to $1001$.

```lean
/-- The proposed successor, for `b ≥ 1`: the top electron of the block moves up by one orbital
and the other `b - 1` electrons of the block drop to the lowest orbitals. -/
def nextString (a b h : ℕ) : ℕ := 2 ^ (a + b + 1) * h + 2 ^ (a + b) + (2 ^ (b - 1) - 1)
```

**Q:** Convince me by hand that nothing is skipped.

**A:** Since $2^a(2^b-1)=2^{a+b}-2^a$, we have $x'-x = 2^a+2^{b-1}-1>0$. Both strings hold $N(h)+b$ electrons, because $x'$ has $N(h)+1+(b-1)$. Now suppose $x<y<x'$ and $N(y)=N(x)$.

- If $y<2^{a+b+1}h+2^{a+b}$, then $y=x+s$ with $0<s<2^a$. The bits of $s$ fall in the $a$ empty orbitals, so $N(y)=N(x)+N(s)>N(x)$: too many.
- Otherwise $y=2^{a+b+1}h+2^{a+b}+r$ with $r<2^{b-1}-1$. Equal electron numbers require $N(r)=b-1$. But $b-1$ distinct powers of two sum to at least $1+2+\dots+2^{b-2}=2^{b-1}-1$, so $r$ is too small.

Either way there is a contradiction.

**Q:** You added electron numbers of separate parts. Is that justified in the formal proof?

**A:** Yes, starting from a single orbital inserted at the bottom. If it is empty, $N(2n)=N(n)$; if it is filled, $N(2n+1)=N(n)+1$.

```lean
/-- Inserting an empty orbital at the bottom leaves the electron number unchanged. -/
theorem electrons_even (n : ℕ) : electrons (2 * n) = electrons n := by
  rcases Nat.eq_zero_or_pos n with h0 | h0
  · simp [h0]
  · have h1 : 2 * n % 2 = 0 := by omega
    have h2 : 2 * n / 2 = n := by omega
    unfold electrons
    rw [Nat.digits_def' (by norm_num) (by omega : 0 < 2 * n), h1, h2]
    simp

/-- Inserting a filled orbital at the bottom adds one electron. -/
theorem electrons_odd (n : ℕ) : electrons (2 * n + 1) = electrons n + 1 := by
  have h1 : (2 * n + 1) % 2 = 1 := by omega
  have h2 : (2 * n + 1) / 2 = n := by omega
  unfold electrons
  rw [Nat.digits_def' (by norm_num) (by omega : 0 < 2 * n + 1), h1, h2]
  simp
```

Induction on the number $k$ of low orbitals, removing the lowest each time, gives $N(2^kh+r)=N(h)+N(r)$ for $r<2^k$.

```lean
/-- Electron numbers add when a string is cut into the lowest `k` orbitals, with pattern `r`,
and the orbitals above them, with pattern `h`. -/
theorem electrons_append (k h r : ℕ) (hr : r < 2 ^ k) :
    electrons (2 ^ k * h + r) = electrons h + electrons r := by
  induction k generalizing r with
  | zero =>
    have h0 : r = 0 := by simpa using hr
    simp [h0, electrons]
  | succ k ih =>
    -- split off the lowest orbital
    obtain ⟨q, hq⟩ : ∃ q, r = 2 * q ∨ r = 2 * q + 1 := ⟨r / 2, by omega⟩
    have hqk : q < 2 ^ k := by
      rw [pow_succ] at hr
      omega
    rcases hq with hq | hq
    · rw [hq, show 2 ^ (k + 1) * h + 2 * q = 2 * (2 ^ k * h + q) by ring,
        electrons_even (2 ^ k * h + q), electrons_even q, ih q hqk]
    · rw [hq, show 2 ^ (k + 1) * h + (2 * q + 1) = 2 * (2 ^ k * h + q) + 1 by ring,
        electrons_odd (2 ^ k * h + q), electrons_odd q, ih q hqk]
      ring
```

The same removal shows that $2^k-1$ holds $k$ electrons.

```lean
/-- The string `2 ^ k - 1` holds `k` electrons. -/
theorem electrons_filled (k : ℕ) : electrons (2 ^ k - 1) = k := by
  induction k with
  | zero => simp [electrons]
  | succ k ih =>
    have hk := Nat.two_pow_pos k
    have e : 2 ^ (k + 1) - 1 = 2 * (2 ^ k - 1) + 1 := by
      rw [pow_succ]
      omega
    rw [e, electrons_odd, ih]
```

**Q:** And the bound on $r$?

**A:** It reads $2^{N(n)}\le n+1$, by strong induction on $n$. Write $n=2q$ or $2q+1$: an empty lowest orbital leaves the left side alone, and a filled one doubles it, while $2(q+1)=n+1$.

```lean
/-- A string with `N` electrons is at least `2 ^ N - 1`, the string in which
the lowest `N` orbitals are filled. -/
theorem two_pow_electrons_le (n : ℕ) : 2 ^ electrons n ≤ n + 1 := by
  induction n using Nat.strong_induction_on with
  | _ n ih =>
    rcases Nat.eq_zero_or_pos n with h0 | h0
    · simp [h0, electrons]
    · obtain ⟨q, hq⟩ : ∃ q, n = 2 * q ∨ n = 2 * q + 1 := ⟨n / 2, by omega⟩
      have hi := ih q (by omega)
      rcases hq with hq | hq
      · rw [hq, electrons_even]
        omega
      · rw [hq, electrons_odd, pow_succ]
        omega
```

The identity for the block, and then its electron count, follow.

```lean
/-- Adding the integer `2 ^ a` to a run of `b` ones that starts at bit `a` carries through the run
and leaves a single one, at bit `a + b`. -/
theorem block_carry (a b : ℕ) : 2 ^ a * (2 ^ b - 1) + 2 ^ a = 2 ^ (a + b) := by
  have hb := Nat.two_pow_pos b
  obtain ⟨m, hm⟩ : ∃ m, 2 ^ b = m + 1 := ⟨2 ^ b - 1, by omega⟩
  rw [pow_add, hm, Nat.add_sub_cancel]
  ring

/-- The block string holds the electrons of the pattern `h` and the `b` electrons of the
block. -/
theorem electrons_blockString (a b h : ℕ) :
    electrons (blockString a b h) = electrons h + b := by
  have hc := block_carry a b
  have ha := Nat.two_pow_pos a
  have hlt : 2 ^ a * (2 ^ b - 1) < 2 ^ (a + b + 1) := by
    rw [pow_succ]
    omega
  have h1 := electrons_append a (2 ^ b - 1) 0 ha
  have h0 : electrons 0 = 0 := by simp [electrons]
  rw [add_zero, electrons_filled, h0, add_zero] at h1
  unfold blockString
  rw [electrons_append (a + b + 1) h _ hlt, h1]
```

**Q:** Perhaps your block form only describes convenient determinants.

**A:** It describes every string with at least one electron: $a$ counts the empty orbitals below the first electron, and $b$ is the length of the filled run starting there. The proof halves $x$. An even $x$ shifts the block of $x/2$ up; an odd $x$ either starts a one-electron block or lengthens one already at the bottom.

```lean
/-- Every occupation string with at least one electron is a block string with a non-empty
block. -/
theorem exists_blockString (x : ℕ) (hx : x ≠ 0) :
    ∃ a b h, 1 ≤ b ∧ x = blockString a b h := by
  have hshift : ∀ a b h, blockString (a + 1) b h = 2 * blockString a b h := by
    intro a b h
    unfold blockString
    ring
  induction x using Nat.strong_induction_on with
  | _ x ih =>
    obtain ⟨q, hq⟩ : ∃ q, x = 2 * q ∨ x = 2 * q + 1 := ⟨x / 2, by omega⟩
    rcases hq with hq | hq
    · obtain ⟨a, b, h, hb, e⟩ := ih q (by omega) (by omega)
      exact ⟨a + 1, b, h, hb, by rw [hshift, ← e, hq]⟩
    · obtain ⟨p, hp⟩ : ∃ p, q = 2 * p ∨ q = 2 * p + 1 := ⟨q / 2, by omega⟩
      rcases hp with hp | hp
      · -- the block is a single electron
        refine ⟨0, 1, p, le_rfl, ?_⟩
        norm_num [blockString]
        omega
      · -- the block of `q` starts at the bottom and grows by one electron
        obtain ⟨a, b, h, hb, e⟩ := ih q (by omega) (by omega)
        cases a with
        | zero =>
          refine ⟨0, b + 1, h, by omega, ?_⟩
          have hpos := Nat.two_pow_pos b
          have e2 : 2 ^ (b + 1) - 1 = 2 * (2 ^ b - 1) + 1 := by
            rw [pow_succ]
            omega
          rw [hq, e]
          unfold blockString
          rw [e2]
          ring
        | succ a =>
          have := hshift a b h
          omega
```

**Q:** Then what exactly does the main theorem say?

**A:** `IsLeast` says that `nextString a b h` belongs to the set of integers above `blockString a b h` with the same electron number, and that it is no larger than any member. The hypothesis `1 ≤ b` means there is an electron to move; at $b=0$ the Lean definition, in which the natural-number difference $0-1$ is $0$, would add an electron.

The proof writes $b=k+1$ and cuts at orbital $a+b$, so the upper pattern is $2h$ or $2h+1$. The split on `lt_or_ge` gives the two cases above. In the first, `exists_blockString` shows that the nonzero $s$ contains an electron; in the second, `two_pow_electrons_le` bounds $r$. `omega` closes the inequalities.

```lean
/-- For a non-empty block, `nextString a b h` is the least occupation string above
`blockString a b h` with the same electron number. -/
theorem nextString_isLeast (a h : ℕ) {b : ℕ} (hb : 1 ≤ b) :
    IsLeast {y | blockString a b h < y ∧ electrons y = electrons (blockString a b h)}
      (nextString a b h) := by
  obtain ⟨k, rfl⟩ : ∃ k, b = k + 1 := ⟨b - 1, by omega⟩
  have hN : nextString a (k + 1) h = 2 ^ (a + k + 1) * (2 * h + 1) + (2 ^ k - 1) := by
    simp only [nextString, Nat.add_sub_cancel]
    ring
  have hX : blockString a (k + 1) h
      = 2 ^ (a + k + 1) * (2 * h) + 2 ^ a * (2 ^ (k + 1) - 1) := by
    unfold blockString
    ring
  have hP : 2 ^ a * (2 ^ (k + 1) - 1) + 2 ^ a = 2 ^ (a + k + 1) := by
    rw [block_carry, ← add_assoc]
  have hS : 2 ^ (a + k + 1) * (2 * h + 1)
      = 2 ^ (a + k + 1) * (2 * h) + 2 ^ (a + k + 1) := by ring
  have hk : 2 ^ k ≤ 2 ^ (a + k + 1) := Nat.pow_le_pow_right (by norm_num) (by omega)
  have hk0 := Nat.two_pow_pos k
  have ha0 := Nat.two_pow_pos a
  have hcount := electrons_blockString a (k + 1) h
  constructor
  · refine ⟨?_, ?_⟩
    · show blockString a (k + 1) h < nextString a (k + 1) h
      rw [hN, hX]
      omega
    · show electrons (nextString a (k + 1) h) = electrons (blockString a (k + 1) h)
      rw [hcount, hN, electrons_append (a + k + 1) (2 * h + 1) (2 ^ k - 1) (by omega),
        electrons_odd, electrons_filled]
      ring
  · rintro y ⟨hy, hcy⟩
    have hcy' : electrons y = electrons h + (k + 1) := hcy.trans hcount
    by_contra hcon
    have hlt := not_le.mp hcon
    rw [hX] at hy
    rw [hN] at hlt
    rcases lt_or_ge y (2 ^ (a + k + 1) * (2 * h + 1)) with hc | hc
    · -- the block is intact and something is added below it: too many electrons
      obtain ⟨s, hs⟩ : ∃ s, y = 2 ^ (a + k + 1) * (2 * h)
          + (2 ^ a * (2 ^ (k + 1) - 1) + s) :=
        ⟨y - (2 ^ (a + k + 1) * (2 * h) + 2 ^ a * (2 ^ (k + 1) - 1)), by omega⟩
      have h1 := electrons_append (a + k + 1) (2 * h)
        (2 ^ a * (2 ^ (k + 1) - 1) + s) (by omega)
      have h2 := electrons_append a (2 ^ (k + 1) - 1) s (by omega)
      rw [← hs, h2, electrons_even, electrons_filled] at h1
      obtain ⟨a', b', h', hb', e⟩ := exists_blockString s (by omega)
      have h3 := electrons_blockString a' b' h'
      rw [← e] at h3
      omega
    · -- the low part is below `2 ^ k - 1`: too few electrons
      obtain ⟨r, hr⟩ : ∃ r, y = 2 ^ (a + k + 1) * (2 * h + 1) + r :=
        ⟨y - 2 ^ (a + k + 1) * (2 * h + 1), by omega⟩
      have h1 := electrons_append (a + k + 1) (2 * h + 1) r (by omega)
      rw [← hr, electrons_odd] at h1
      have h2 := two_pow_electrons_le r
      have h3 : electrons r = k := by omega
      rw [h3] at h2
      omega
```

**Q:** My basis is finite, but your integers are not.

**A:** With $M$ spin orbitals, the strings are the integers below $2^M$. The successor fits exactly when some higher string with the same electron number fits. If one does, the least one is no larger; the converse is immediate. That is the loop's stopping test.

```lean
/-- Stopping test with `M` spin orbitals: for a non-empty block, the successor fits into the
`M` orbitals exactly when some higher string with the same electron number does. -/
theorem nextString_fits_iff (a h M : ℕ) {b : ℕ} (hb : 1 ≤ b) :
    nextString a b h < 2 ^ M ↔
      ∃ y, y < 2 ^ M ∧ blockString a b h < y ∧
        electrons y = electrons (blockString a b h) := by
  have hleast := nextString_isLeast a h hb
  constructor
  · intro hlt
    exact ⟨_, hlt, hleast.1.1, hleast.1.2⟩
  · rintro ⟨y, hy, h1, h2⟩
    exact lt_of_le_of_lt (hleast.2 ⟨h1, h2⟩) hy

end DeterminantEnumeration
```

```lean
#print axioms DeterminantEnumeration.nextString_isLeast
-- 'DeterminantEnumeration.nextString_isLeast' depends on axioms: [propext, Classical.choice, Quot.sound]
#print axioms DeterminantEnumeration.nextString_fits_iff
-- 'DeterminantEnumeration.nextString_fits_iff' depends on axioms: [propext, Classical.choice, Quot.sound]
```

**Q:** My code also fixes the spin projection.

**A:** This statement fixes only the total count and knows nothing of spin or spatial symmetry. For fixed projection, use the step to list the spin-up strings and the spin-down strings separately, with bits labelling spatial orbitals, and then pair every spin-up string with every spin-down string. A spin with no electrons has the single string $0$, to which the step does not apply. Matrix elements and their signs remain a separate task.
